# Removing the first derivative from planar radial motion leaves the potential \(-\hbar^2/(8mr^2)\)

Take a free particle in the plane with zero angular momentum, write its wave function as \(\psi(r)=r^{-1/2}u(r)\), and treat \(u\) as the wave function of a free particle on a half-line. This suggests \(u=\sin kr\) with energy \(\hbar^2k^2/(2m)\), and it is wrong: the planar kinetic energy operator applied to \(r^{-1/2}\sin kr\) gives
\[
\frac{\hbar^2k^2}{2m}\,\psi-\frac{\hbar^2}{8mr^2}\,\psi ,
\]
so \(\psi\) is not an eigenfunction. The analogous step in three dimensions, with \(\psi=u/r\), does work. In the plane an attractive term is left over, and it has to be kept.

## The kinetic energy of \(r^{-1/2}u\)

Let \(m>0\) be the mass, let \(\hbar>0\), and let \(u\) be a complex-valued function that is twice differentiable at every \(r>0\). Then for \(\psi=r^{-1/2}u\) and every \(r>0\),
\[
-\frac{\hbar^2}{2m}\Bigl(\psi''+\frac{\psi'}{r}\Bigr)
= r^{-1/2}\Bigl(-\frac{\hbar^2}{2m}u''+W u\Bigr),\qquad
W(r)=-\frac{\hbar^2}{8mr^2}<0 .
\]
The function \(W\) is the Edwards-Gulyaev potential. It is known from path integrals in polar coordinates; what is derived here is the identity between differential operators, with no time slicing involved.

It costs nothing to work with a general exponent \(a\) and a general dimension \(d\). The product rule gives
\[
(r^a u)'=r^a\Bigl(u'+\frac{a}{r}u\Bigr).
\]
The result is again \(r^a\) times a function, \(v=u'+au/r\), so the same rule applies a second time:
\[
(r^a u)''=r^a\Bigl(v'+\frac ar v\Bigr)
=r^a\Bigl(u''+\frac{2a}{r}u'+\frac{a(a-1)}{r^2}u\Bigr).
\]
Adding \((d-1)/r\) times the first derivative yields
\[
\psi''+\frac{d-1}{r}\psi'
=r^a\Bigl(u''+\frac{2a+d-1}{r}u'+\frac{a(a+d-2)}{r^2}u\Bigr).
\]
The term in \(u'\) vanishes for \(a=-(d-1)/2\). Then \(a+d-2=(d-3)/2\), and the coefficient of \(u\) becomes \(-(d-1)(d-3)/(4r^2)\). For \(d=2\) this is \(+1/(4r^2)\), and multiplication by \(-\hbar^2/(2m)\) gives \(W\). The coefficient is zero only for \(d=1\) and \(d=3\), which is why the three-dimensional reduction leaves nothing behind.

Now add angular momentum \(\hbar\ell\), a potential \(V(r)\) and an energy \(E\). The radial Schrödinger equation is
\[
-\frac{\hbar^2}{2m}\Bigl(\psi''+\frac{\psi'}{r}-\frac{\ell^2}{r^2}\psi\Bigr)+V\psi=E\psi .
\]
Inserting \(\psi=r^{-1/2}u\) and dividing by \(-\hbar^2r^{-1/2}/(2m)\), which is not zero, gives
\[
u''=\Bigl(\frac{\ell^2-\tfrac14}{r^2}+\frac{2m}{\hbar^2}(V-E)\Bigr)u .
\]
For one particle in a circularly symmetric planar potential, this is the form without a first derivative to which Numerov's method applies. For \(\ell=0\) the method does not keep its usual order of accuracy on a uniform grid that starts at the origin: for bounded \(V\) the regular solution \(u\) behaves there like \(\sqrt r\), whose derivatives are unbounded.

## The function \(u=r^2\) at \(r=4\)

Set \(\hbar=m=1\) and \(u=r^2\), so \(\psi=r^{3/2}\). Then \(\psi'=\tfrac32r^{1/2}\) and \(\psi''=\tfrac34r^{-1/2}\), hence \(\psi''+\psi'/r=\tfrac94r^{-1/2}\). At \(r=4\) this equals \(9/8\), and the left side of the identity is \(-9/16\).

On the right, \(r^{-1/2}=\tfrac12\), \(-\tfrac12u''=-1\), and \(Wu=-\tfrac1{128}\cdot16=-\tfrac18\). The total is \(\tfrac12\bigl(-1-\tfrac18\bigr)=-\tfrac9{16}\), as it should be. Without \(W\) one would get \(-\tfrac12\).

## Radial functions and operators in Lean

```lean
import Mathlib

open Set

noncomputable section

namespace EdwardsGulyaev
```

The substitution is a definition with the exponent as a parameter. The function `u` is defined on all of `ℝ`, but only its values at positive `r` matter below. The power is a real number, which is then regarded as a complex one.

```lean
/-- The function `r ^ a * u r` on the half-line `r > 0`. -/
def dressed (a : ℝ) (u : ℝ → ℂ) : ℝ → ℂ :=
  fun r => ((r ^ a : ℝ) : ℂ) * u r
```

The radial Laplacian takes a real number `d` as its dimension. It contains no angular part; that enters explicitly in the last theorem.

```lean
/-- The radial part `ψ'' + (d - 1) ψ' / r` of the Laplacian in dimension `d`, for `r > 0`. -/
def radialLaplacian (d : ℝ) (ψ : ℝ → ℂ) (r : ℝ) : ℂ :=
  deriv (deriv ψ) r + ((d : ℂ) - 1) / (r : ℂ) * deriv ψ r
```

The regularity condition asks that \(u\) and \(u'\) be differentiable at each \(r>0\). Continuity of \(u''\) is not required, and nothing is assumed at the origin.

```lean
/-- The radial function `u` is twice differentiable at every `r > 0`. -/
def TwiceDiff (u : ℝ → ℂ) : Prop :=
  ∀ r : ℝ, 0 < r → DifferentiableAt ℝ u r ∧ DifferentiableAt ℝ (deriv u) r
```

The potential is a real function of \(\hbar\), \(m\) and \(r\). In Lean `-ħ ^ 2` means \(-(\hbar^2)\), so the sign is the intended one.

```lean
/-- The Edwards-Gulyaev potential `-ħ² / (8 m r²)`, for `m ≠ 0` and `r ≠ 0`. -/
def edwardsGulyaev (ħ m r : ℝ) : ℝ := -ħ ^ 2 / (8 * m * r ^ 2)
```

The usual assumption that \(u\) is \(C^2\) on the open half-line implies this condition. The proof uses that the derivative of a \(C^2\) function on an open set is \(C^1\) there.

```lean
/-- A radial function that is C² on `r > 0` is twice differentiable there. -/
theorem twiceDiff_of_contDiffOn {u : ℝ → ℂ} (hu : ContDiffOn ℝ 2 u (Ioi 0)) :
    TwiceDiff u := by
  intro r hr
  have h1 : ContDiffOn ℝ 1 (deriv u) (Ioi 0) :=
    hu.deriv_of_isOpen isOpen_Ioi one_add_one_eq_two.le
  exact ⟨(hu.differentiableOn (by norm_num)).differentiableAt (Ioi_mem_nhds hr),
    (h1.differentiableOn (by norm_num)).differentiableAt (Ioi_mem_nhds hr)⟩
```

## The product rule, applied twice

The first lemma is the rule \((r^au)'=r^a(u'+au/r)\). Mathlib supplies the derivative of \(r^a\) as \(a\,r^{a-1}\), and `Real.rpow_sub_one` rewrites \(r^{a-1}\) as \(r^a/r\), so that \(r^a\) can be taken out as a factor.

```lean
/-- The derivative of `r ^ a * u` is `r ^ a * (u' + a u / r)`. -/
theorem hasDerivAt_dressed (a : ℝ) {u : ℝ → ℂ} {u' : ℂ} {r : ℝ} (hr : 0 < r)
    (hu : HasDerivAt u u' r) :
    HasDerivAt (dressed a u)
      (((r ^ a : ℝ) : ℂ) * (u' + (a : ℂ) / (r : ℂ) * u r)) r := by
  have h : HasDerivAt (dressed a u)
      (((a * r ^ (a - 1) : ℝ) : ℂ) * u r + ((r ^ a : ℝ) : ℂ) * u') r :=
    ((Real.hasDerivAt_rpow_const (p := a) (Or.inl hr.ne')).ofReal_comp).fun_mul hu
  refine h.congr_deriv ?_
  rw [Real.rpow_sub_one hr.ne']
  simp only [Complex.ofReal_mul, Complex.ofReal_div]
  ring
```

The next theorem is the formula for general \(a\) and \(d\). A second derivative at \(r\) needs the first derivative on a neighbourhood of \(r\), and `hE` provides it: near \(r\), the derivative of `dressed a u` is `dressed a` of the function called \(v\) above. The statement `hv` computes \(v'\), with `hdiv` contributing the derivative \(-a/r^2\) of \(a/r\). The product rule is then used once for \(\psi''\) and once for \(\psi'\), and `ring` collects the terms.

```lean
/-- The radial Laplacian of `r ^ a * u` in dimension `d`, for an arbitrary exponent `a`. -/
theorem radialLaplacian_dressed (d a : ℝ) {u : ℝ → ℂ} (hu : TwiceDiff u)
    {r : ℝ} (hr : 0 < r) :
    radialLaplacian d (dressed a u) r = ((r ^ a : ℝ) : ℂ) *
      (deriv (deriv u) r + (2 * (a : ℂ) + d - 1) / (r : ℂ) * deriv u r
        + (a : ℂ) * (a + d - 2) / (r : ℂ) ^ 2 * u r) := by
  -- near r the first derivative is itself a dressed function
  have hE : deriv (dressed a u) =ᶠ[nhds r]
      dressed a (fun s : ℝ => deriv u s + (a : ℂ) / (s : ℂ) * u s) := by
    filter_upwards [Ioi_mem_nhds hr] with s hs
    exact (hasDerivAt_dressed a hs (hu s hs).1.hasDerivAt).deriv
  have hrc : (r : ℂ) ≠ 0 := Complex.ofReal_ne_zero.mpr hr.ne'
  have hdiv : HasDerivAt (fun s : ℝ => (a : ℂ) / (s : ℂ)) (-(a : ℂ) / (r : ℂ) ^ 2) r := by
    refine ((hasDerivAt_const r (a : ℂ)).fun_div
      (hasDerivAt_id' r).ofReal_comp hrc).congr_deriv ?_
    rw [Complex.ofReal_one]
    ring
  have hv : HasDerivAt (fun s : ℝ => deriv u s + (a : ℂ) / (s : ℂ) * u s)
      (deriv (deriv u) r + (-(a : ℂ) / (r : ℂ) ^ 2 * u r
        + (a : ℂ) / (r : ℂ) * deriv u r)) r :=
    (hu r hr).2.hasDerivAt.fun_add (hdiv.fun_mul (hu r hr).1.hasDerivAt)
  -- so the same product rule gives the second derivative
  rw [radialLaplacian, hE.deriv_eq, (hasDerivAt_dressed a hr hv).deriv,
    (hasDerivAt_dressed a hr (hu r hr).1.hasDerivAt).deriv]

  ring
```

Setting \(a=-(d-1)/2\) removes the term in \(u'\). After the common prefactor has been split off by `congr 1`, the rest is algebra.

```lean
/-- With the exponent `-(d - 1) / 2` the first-derivative term disappears, and a term
`-(d - 1)(d - 3) / (4 r²)` multiplying `u` remains. -/
theorem radialLaplacian_reduced (d : ℝ) {u : ℝ → ℂ} (hu : TwiceDiff u)
    {r : ℝ} (hr : 0 < r) :
    radialLaplacian d (dressed (-(d - 1) / 2) u) r = ((r ^ (-(d - 1) / 2) : ℝ) : ℂ) *
      (deriv (deriv u) r - ((d : ℂ) - 1) * (d - 3) / (4 * (r : ℂ) ^ 2) * u r) := by
  rw [radialLaplacian_dressed d _ hu hr]
  congr 1
  push_cast
  ring
```

## The planar case and the exceptional dimensions

The main theorem has two parts: the Edwards-Gulyaev potential is negative, and the kinetic energy identity holds at every \(r>0\). The left side is written out as \(\psi''+\psi'/r\), and `h0` identifies it with the radial Laplacian for \(d=2\). The general formula with \(a=-1/2\) then applies. Replacing \(r^{-1/2}\) by a letter `c` leaves an identity that `ring` can check.

```lean
/-- Planar radial motion: for `ψ = r ^ (-1/2) * u` the kinetic energy
`-(ħ²/2m)(ψ'' + ψ'/r)` becomes that of motion on a line plus the Edwards-Gulyaev potential,
which is negative. -/
theorem planar_kinetic_energy {ħ m : ℝ} (hħ : 0 < ħ) (hm : 0 < m) {u : ℝ → ℂ}
    (hu : TwiceDiff u) {r : ℝ} (hr : 0 < r) :
    edwardsGulyaev ħ m r < 0 ∧
    -((ħ : ℂ) ^ 2 / (2 * (m : ℂ))) * (deriv (deriv (dressed (-1 / 2) u)) r
        + deriv (dressed (-1 / 2) u) r / (r : ℂ))
      = ((r ^ (-1 / 2 : ℝ) : ℝ) : ℂ) *
        (-((ħ : ℂ) ^ 2 / (2 * (m : ℂ))) * deriv (deriv u) r
          + (edwardsGulyaev ħ m r : ℂ) * u r) := by
  constructor
  · unfold edwardsGulyaev
    exact div_neg_of_neg_of_pos (neg_lt_zero.mpr (by positivity)) (by positivity)
  · have h0 : deriv (deriv (dressed (-1 / 2) u)) r + deriv (dressed (-1 / 2) u) r / (r : ℂ)
        = radialLaplacian 2 (dressed (-1 / 2) u) r := by
      unfold radialLaplacian
      push_cast
      ring
    rw [h0, radialLaplacian_dressed 2 (-1 / 2) hu hr]
    generalize ((r ^ (-1 / 2 : ℝ) : ℝ) : ℂ) = c
    unfold edwardsGulyaev
    push_cast
    ring
```

The following theorem says for which real \(d\) the extra term is absent for all admissible \(u\) and all \(r>0\). If it is always absent, take \(u=1\) and \(r=1\): dividing by the nonzero prefactor leaves \((d-1)(d-3)=0\). Conversely, for \(d=1\) and \(d=3\) the coefficient in the reduced formula is zero.

```lean
/-- The reduction to motion on a line leaves no extra potential exactly in dimensions
one and three. -/
theorem no_extra_potential_iff (d : ℝ) :
    (∀ u : ℝ → ℂ, TwiceDiff u → ∀ r : ℝ, 0 < r →
      radialLaplacian d (dressed (-(d - 1) / 2) u) r
        = ((r ^ (-(d - 1) / 2) : ℝ) : ℂ) * deriv (deriv u) r) ↔ d = 1 ∨ d = 3 := by
  constructor
  · intro h
    -- test the identity on the constant function at r = 1
    have hu : TwiceDiff (fun _ => (1 : ℂ)) :=
      fun s _ => ⟨differentiableAt_const _, by simp⟩
    have h1 := h _ hu 1 one_pos
    rw [radialLaplacian_reduced d hu one_pos] at h1
    have h2 := mul_left_cancel₀
      (Complex.ofReal_ne_zero.mpr (Real.rpow_pos_of_pos one_pos _).ne') h1
    simp only [Complex.ofReal_one] at h2
    have h3 : ((d : ℂ) - 1) * (d - 3) = 0 := by linear_combination (-4) * h2
    have h4 : (d - 1) * (d - 3) = 0 := by exact_mod_cast h3
    rcases mul_eq_zero.mp h4 with h5 | h5
    · left; linarith
    · right; linarith
  · rintro (rfl | rfl) u hu r hr <;>
    · rw [radialLaplacian_reduced _ hu hr]
      congr 1
      push_cast
      ring
```

## The Schrödinger equation for \(u\)

The last theorem is an equivalence at a single point \(r>0\); demanding it at every such point gives the differential equation. The parameter `l` is any real number, so the integer values required by a single-valued wave function in the plane are included but not singled out. The potential `V` is real and needs no regularity.

In the proof, `hk` states that \(\hbar^2/(2m)\) and \(2m/\hbar^2\) multiply to one, while `hk0` and `hc` state that the factors to be divided out are nonzero. From left to right, `mul_left_cancel₀` performs the division done by hand above. From right to left, the equation for \(u''\) is multiplied by the same factor. In both directions `linear_combination` names the multiples of the known equations that give the goal.

```lean
/-- The planar radial Schrödinger equation with angular momentum `ħℓ`, potential `V` and
energy `E` holds for `r ^ (-1/2) * u` exactly when
`u'' = ((ℓ² - 1/4) / r² + (2m/ħ²)(V - E)) u`. -/
theorem planar_schrodinger_iff {ħ m : ℝ} (hħ : 0 < ħ) (hm : 0 < m) (l E : ℝ) (V : ℝ → ℝ)
    {u : ℝ → ℂ} (hu : TwiceDiff u) {r : ℝ} (hr : 0 < r) :
    -((ħ : ℂ) ^ 2 / (2 * (m : ℂ))) * (radialLaplacian 2 (dressed (-1 / 2) u) r
        - (l : ℂ) ^ 2 / (r : ℂ) ^ 2 * dressed (-1 / 2) u r)
        + (V r : ℂ) * dressed (-1 / 2) u r = (E : ℂ) * dressed (-1 / 2) u r ↔
    deriv (deriv u) r = (((l : ℂ) ^ 2 - 1 / 4) / (r : ℂ) ^ 2
        + 2 * (m : ℂ) / (ħ : ℂ) ^ 2 * ((V r : ℂ) - E)) * u r := by
  have hħc : (ħ : ℂ) ≠ 0 := Complex.ofReal_ne_zero.mpr hħ.ne'
  have hmc : (m : ℂ) ≠ 0 := Complex.ofReal_ne_zero.mpr hm.ne'
  have hk : (ħ : ℂ) ^ 2 / (2 * (m : ℂ)) * (2 * (m : ℂ) / (ħ : ℂ) ^ 2) = 1 := by
    field_simp
  have hk0 : (ħ : ℂ) ^ 2 / (2 * (m : ℂ)) ≠ 0 :=
    div_ne_zero (pow_ne_zero 2 hħc) (mul_ne_zero two_ne_zero hmc)
  have hc : ((r ^ (-1 / 2 : ℝ) : ℝ) : ℂ) ≠ 0 :=
    Complex.ofReal_ne_zero.mpr (Real.rpow_pos_of_pos hr _).ne'
  have hd : dressed (-1 / 2) u r = ((r ^ (-1 / 2 : ℝ) : ℝ) : ℂ) * u r := rfl
  rw [radialLaplacian_dressed 2 (-1 / 2) hu hr, hd]
  generalize ((r ^ (-1 / 2 : ℝ) : ℝ) : ℂ) = c at hc ⊢
  push_cast
  constructor
  · intro h
    -- divide out the nonzero prefactor
    apply mul_left_cancel₀ (mul_ne_zero (neg_ne_zero.mpr hk0) hc)
    linear_combination h + ((V r : ℂ) - E) * c * u r * hk
  · intro h
    linear_combination (-((ħ : ℂ) ^ 2 / (2 * (m : ℂ))) * c) * h
      - ((V r : ℂ) - E) * c * u r * hk

end EdwardsGulyaev
```

```lean
#print axioms EdwardsGulyaev.twiceDiff_of_contDiffOn
#print axioms EdwardsGulyaev.planar_kinetic_energy
#print axioms EdwardsGulyaev.no_extra_potential_iff
#print axioms EdwardsGulyaev.planar_schrodinger_iff
```

```
'EdwardsGulyaev.twiceDiff_of_contDiffOn' depends on axioms: [propext, Classical.choice, Quot.sound]
'EdwardsGulyaev.planar_kinetic_energy' depends on axioms: [propext, Classical.choice, Quot.sound]
'EdwardsGulyaev.no_extra_potential_iff' depends on axioms: [propext, Classical.choice, Quot.sound]
'EdwardsGulyaev.planar_schrodinger_iff' depends on axioms: [propext, Classical.choice, Quot.sound]
```

All these statements are local in \(r>0\). They do not select a boundary condition at the origin, and they say nothing about which solutions are normalisable or about the spectrum. For that question it helps to know that \(|\psi|^2\,r=|u|^2\), so the planar norm of \(\psi\) is, up to the angular factor, the ordinary norm of \(u\) on the half-line.
